# For a unit-mass particle tied by springs to $n$ masses, the nonzero squared frequencies multiply to $(1+\sum_j M_j)\prod_j w_j^2$

A particle of mass 1 at $x_0$ is tied to masses $M_j>0$ at $r_j$, $j=1,\dots,n$, by springs of stiffness $M_jw_j^2$, so that $w_j>0$ is the angular frequency at which mass $j$ oscillates when the particle is held fixed; every frequency below is an angular frequency. All motion is along one line. The product in the title has one factor for each normal mode of nonzero frequency, so a frequency shared by several modes is counted once for each of them. The coordinates are mass-weighted: $y_0=x_0$ and $y_j=\sqrt{M_j}\,r_j$.

```lean
import Mathlib

open Matrix Polynomial

namespace FeynmanPolaronMass

noncomputable section

variable {ι : Type*} [Fintype ι] [DecidableEq ι]

/-- Potential energy of a particle at `x₀` tied to masses `M j` at `r j` by springs of
stiffness `M j * w j ^ 2`. -/
def springEnergy (M w : ι → ℝ) (x₀ : ℝ) (r : ι → ℝ) : ℝ :=
  1 / 2 * ∑ j, M j * w j ^ 2 * (r j - x₀) ^ 2

/-- The mass-weighted Hessian of the unit-mass particle (index `inl`) and the
masses `M j` attached to it (indices `inr j`). -/
def hessian (M w : ι → ℝ) : Matrix (Unit ⊕ ι) (Unit ⊕ ι) ℝ :=
  fromBlocks (of fun _ _ => ∑ j, M j * w j ^ 2) (of fun _ j => -(√(M j) * w j ^ 2))
    (of fun j _ => -(√(M j) * w j ^ 2)) (diagonal fun j => w j ^ 2)

/-- The polynomial `∏ (X - w_j²) - ∑ M_j w_j² ∏_{i ≠ j} (X - w_i²)`. -/
def internalPoly (M w : ι → ℝ) : ℝ[X] :=
  ∏ j, (X - C (w j ^ 2)) -
    ∑ j, C (M j * w j ^ 2) * ∏ i ∈ Finset.univ.erase j, (X - C (w i ^ 2))

/-- The quadratic form of the mass-weighted Hessian is a sum of squares, one for each spring. -/
theorem hessian_quadratic (M w : ι → ℝ) (hM : ∀ j, 0 < M j) (y : Unit ⊕ ι → ℝ) :
    y ⬝ᵥ (hessian M w *ᵥ y) =
      ∑ j, w j ^ 2 * (y (Sum.inr j) - √(M j) * y (Sum.inl ())) ^ 2 := by
  simp only [dotProduct, mulVec, Fintype.sum_sum_type, hessian, fromBlocks_apply₁₁,
    fromBlocks_apply₁₂, fromBlocks_apply₂₁, fromBlocks_apply₂₂, of_apply, diagonal_apply,
    Finset.univ_unique, Finset.sum_singleton, PUnit.default_eq_unit, ite_mul, zero_mul,
    Finset.sum_ite_eq, Finset.mem_univ, if_true]
  rw [mul_add, Finset.sum_mul, Finset.mul_sum, Finset.mul_sum, ← Finset.sum_add_distrib,
    ← Finset.sum_add_distrib]
  refine Finset.sum_congr rfl fun j _ => ?_
  have hs := Real.sq_sqrt (hM j).le
  linear_combination (-(w j ^ 2 * y (Sum.inl ()) ^ 2)) * hs

/-- In mass-weighted coordinates, half the quadratic form of the Hessian is the spring energy. -/
theorem hessian_energy (M w : ι → ℝ) (hM : ∀ j, 0 < M j) (x₀ : ℝ) (r : ι → ℝ) :
    1 / 2 * (Sum.elim (fun _ : Unit => x₀) (fun j => √(M j) * r j) ⬝ᵥ
      (hessian M w *ᵥ Sum.elim (fun _ : Unit => x₀) (fun j => √(M j) * r j))) =
      springEnergy M w x₀ r := by
  rw [hessian_quadratic M w hM, springEnergy]
  congr 1
  refine Finset.sum_congr rfl fun j _ => ?_
  simp only [Sum.elim_inl, Sum.elim_inr]
  have hs := Real.sq_sqrt (hM j).le
  linear_combination (w j ^ 2 * (r j - x₀) ^ 2) * hs

/-- The mass-weighted Hessian is symmetric. -/
theorem hessian_isHermitian (M w : ι → ℝ) : (hessian M w).IsHermitian := by
  apply Matrix.IsHermitian.ext
  rintro (i | i) (j | j)
  · simp [hessian]
  · simp [hessian]
  · simp [hessian]
  · rcases eq_or_ne i j with rfl | h
    · simp [hessian]
    · simp [hessian, h, h.symm]

/-- Determinant of an arrow matrix: one site coupled to sites that are not coupled to
each other. -/
theorem det_arrow (a : ℝ) (b d : ι → ℝ) (hd : ∀ j, d j ≠ 0) :
    (fromBlocks (of fun (_ _ : Unit) => a) (of fun _ j => b j) (of fun j _ => b j)
      (diagonal d)).det = (a - ∑ j, b j ^ 2 / d j) * ∏ j, d j := by
  -- eliminate the lower left block by a unit triangular factor
  have h : fromBlocks (of fun (_ _ : Unit) => a) (of fun _ j => b j) (of fun j _ => b j)
      (diagonal d) * fromBlocks 1 0 (of fun j _ => -(b j / d j)) 1 =
      fromBlocks (of fun (_ _ : Unit) => a - ∑ j, b j ^ 2 / d j) (of fun _ j => b j) 0
        (diagonal d) := by
    rw [fromBlocks_multiply]
    ext (i | i) (j | j)
    · simp [Matrix.mul_apply, sub_eq_add_neg, pow_two, mul_div_assoc]
    · simp
    · have e : d i * (b i / d i) = b i := by
        have := hd i
        field_simp
      simp [Matrix.diagonal_mul, e]
    · simp
  have h2 := congrArg Matrix.det h
  simp only [det_mul, det_fromBlocks_zero₁₂, det_fromBlocks_zero₂₁, det_one, mul_one,
    det_unique, det_diagonal, of_apply, one_apply_eq] at h2
  exact h2

/-- The characteristic polynomial of the mass-weighted Hessian is `X` times `internalPoly`. -/
theorem charpoly_eq_X_mul (M w : ι → ℝ) (hM : ∀ j, 0 < M j) :
    (hessian M w).charpoly = X * internalPoly M w := by
  -- compare values at all points other than the bare squared frequencies
  apply Polynomial.eq_of_infinite_eval_eq
  refine Set.Infinite.mono ?_ (Set.Finite.infinite_compl (Set.finite_range fun j => w j ^ 2))
  intro x hx
  have hd : ∀ j, x - w j ^ 2 ≠ 0 := fun j h => hx ⟨j, (sub_eq_zero.mp h).symm⟩
  change (hessian M w).charpoly.eval x = (X * internalPoly M w).eval x
  have e : Matrix.scalar _ x - hessian M w =
      fromBlocks (of fun (_ _ : Unit) => x - ∑ j, M j * w j ^ 2)
        (of fun _ j => √(M j) * w j ^ 2) (of fun j _ => √(M j) * w j ^ 2)
        (diagonal fun j => x - w j ^ 2) := by
    ext (i | i) (j | j)
    · simp [hessian]
    · simp [hessian]
    · simp [hessian]
    · by_cases h : i = j <;> simp [hessian, h]
  have hev : (X * internalPoly M w).eval x = x * (∏ j, (x - w j ^ 2) -
      ∑ j, M j * w j ^ 2 * ∏ i ∈ Finset.univ.erase j, (x - w i ^ 2)) := by
    simp [internalPoly, eval_prod, Polynomial.eval_finsetSum]
  have hs : (∑ j, M j * w j ^ 2 + ∑ j, (√(M j) * w j ^ 2) ^ 2 / (x - w j ^ 2)) *
      ∏ j, (x - w j ^ 2) =
      x * ∑ j, M j * w j ^ 2 * ∏ i ∈ Finset.univ.erase j, (x - w i ^ 2) := by
    rw [← Finset.sum_add_distrib, Finset.sum_mul, Finset.mul_sum]
    refine Finset.sum_congr rfl fun j _ => ?_
    have hp : (x - w j ^ 2) * ∏ i ∈ Finset.univ.erase j, (x - w i ^ 2) =
        ∏ i, (x - w i ^ 2) :=
      Finset.mul_prod_erase Finset.univ (fun i => x - w i ^ 2) (Finset.mem_univ j)
    rw [← hp, mul_pow, Real.sq_sqrt (hM j).le]
    have hq : M j * (w j ^ 2) ^ 2 / (x - w j ^ 2) * (x - w j ^ 2) = M j * (w j ^ 2) ^ 2 :=
      div_mul_cancel₀ _ (hd j)
    linear_combination (∏ i ∈ Finset.univ.erase j, (x - w i ^ 2)) * hq
  rw [Matrix.eval_charpoly, e, det_arrow _ _ _ hd, hev]
  linear_combination -hs

omit [Fintype ι] [DecidableEq ι] in
private lemma prod_neg_eq (s : Finset ι) (f : ι → ℝ) :
    ∏ i ∈ s, -f i = (-1) ^ s.card * ∏ i ∈ s, f i := by
  have h : ∏ i ∈ s, -f i = ∏ i ∈ s, (-1) * f i :=
    Finset.prod_congr rfl fun i _ => by ring
  rw [h, Finset.prod_mul_distrib, Finset.prod_const]

private lemma sign_sq (n : ℕ) : (-1 : ℝ) ^ n * (-1) ^ n = 1 := by
  rw [← mul_pow]
  norm_num

/-- If the characteristic polynomial of the Hessian is `X * Q`, then
`(-1)ⁿ Q(0) = (1 + ∑ M_j) ∏ w_j²`, with `n` the number of attached masses. -/
theorem constant_term (M w : ι → ℝ) (hM : ∀ j, 0 < M j) (Q : ℝ[X])
    (hQ : (hessian M w).charpoly = X * Q) :
    (-1) ^ Fintype.card ι * Q.eval 0 = (1 + ∑ j, M j) * ∏ j, w j ^ 2 := by
  have hQ' : Q = internalPoly M w :=
    mul_left_cancel₀ X_ne_zero (hQ.symm.trans (charpoly_eq_X_mul M w hM))
  have hev : (internalPoly M w).eval 0 = ∏ j, -(w j ^ 2) -
      ∑ j, M j * w j ^ 2 * ∏ i ∈ Finset.univ.erase j, -(w i ^ 2) := by
    simp [internalPoly, eval_prod, Polynomial.eval_finsetSum]
  have h1 : ∀ j, M j * w j ^ 2 * ∏ i ∈ Finset.univ.erase j, -(w i ^ 2) =
      -(M j * ∏ i, -(w i ^ 2)) := by
    intro j
    have hp : -(w j ^ 2) * ∏ i ∈ Finset.univ.erase j, -(w i ^ 2) = ∏ i, -(w i ^ 2) :=
      Finset.mul_prod_erase Finset.univ (fun i => -(w i ^ 2)) (Finset.mem_univ j)
    rw [← hp]
    ring
  rw [hQ', hev, Finset.sum_congr rfl (fun j _ => h1 j), Finset.sum_neg_distrib,
    ← Finset.sum_mul, prod_neg_eq, Finset.card_univ]
  linear_combination ((1 + ∑ j, M j) * ∏ j, w j ^ 2) * sign_sq (Fintype.card ι)

/-- Exactly one normal mode has zero squared frequency; the others have positive squared
frequencies, whose product is `(1 + ∑ M_j) ∏ w_j²`. -/
theorem normal_mode_product (M w : ι → ℝ) (hM : ∀ j, 0 < M j) (hw : ∀ j, 0 < w j) :
    ∃ i₀, (hessian_isHermitian M w).eigenvalues i₀ = 0 ∧
      (∀ i, i ≠ i₀ → 0 < (hessian_isHermitian M w).eigenvalues i) ∧
      ∏ i ∈ Finset.univ.erase i₀, (hessian_isHermitian M w).eigenvalues i =
        (1 + ∑ j, M j) * ∏ j, w j ^ 2 := by
  have hpsd : (hessian M w).PosSemidef :=
    PosSemidef.of_dotProduct_mulVec_nonneg (hessian_isHermitian M w) fun y => by
      rw [star_trivial, hessian_quadratic M w hM]
      positivity
  have hnn : ∀ i, 0 ≤ (hessian_isHermitian M w).eigenvalues i :=
    fun i => hpsd.eigenvalues_nonneg i
  have hc : (hessian M w).charpoly =
      ∏ i, (X - C ((hessian_isHermitian M w).eigenvalues i)) := by
    simpa using (hessian_isHermitian M w).charpoly_eq
  generalize (hessian_isHermitian M w).eigenvalues = ev at hnn hc ⊢
  -- the factor X yields the zero mode
  have h0 : ∏ i, (0 - ev i) = 0 := by
    have h := congrArg (eval 0) (hc.symm.trans (charpoly_eq_X_mul M w hM))
    simpa only [eval_prod, eval_sub, eval_X, eval_C, eval_mul, zero_mul] using h
  obtain ⟨i₀, -, hi⟩ := Finset.prod_eq_zero_iff.mp h0
  have hi0 : ev i₀ = 0 := by linarith
  have hp := Finset.mul_prod_erase Finset.univ (fun i => X - C (ev i)) (Finset.mem_univ i₀)
  simp only [hi0, C_0, sub_zero] at hp
  -- the constant term of the remaining factor is `(-1)ⁿ` times the product of the other eigenvalues
  have key := constant_term M w hM _ (hc.trans hp.symm)
  rw [eval_prod] at key
  simp only [eval_sub, eval_X, eval_C, zero_sub] at key
  rw [prod_neg_eq, Finset.card_erase_of_mem (Finset.mem_univ i₀), Finset.card_univ,
    Fintype.card_sum, Fintype.card_unit, add_tsub_cancel_left, ← mul_assoc, sign_sq,
    one_mul] at key
  refine ⟨i₀, hi0, fun i hne => lt_of_le_of_ne (hnn i) fun h => ?_, key⟩
  have hz := Finset.prod_eq_zero (Finset.mem_erase.mpr ⟨hne, Finset.mem_univ i⟩) h.symm
  have hS : 0 ≤ ∑ j, M j := Finset.sum_nonneg fun j _ => (hM j).le
  have hW : 0 < ∏ j, w j ^ 2 := Finset.prod_pos fun j _ => pow_pos (hw j) 2
  have hpos : 0 < (1 + ∑ j, M j) * ∏ j, w j ^ 2 := mul_pos (by linarith) hW
  linarith

/-- Feynman's mass formula: for one attached mass, the characteristic polynomial is
`X (X - v²)` exactly when `v² / w² = 1 + M`. -/
theorem feynman_mass (M w v : ℝ) (hM : 0 < M) (hw : 0 < w) :
    (hessian (fun _ : Unit => M) (fun _ => w)).charpoly = X * (X - C (v ^ 2)) ↔
      v ^ 2 / w ^ 2 = 1 + M := by
  have hQ : internalPoly (fun _ : Unit => M) (fun _ => w) = X - C ((1 + M) * w ^ 2) := by
    simp only [internalPoly, Finset.univ_unique, Finset.prod_singleton, Finset.sum_singleton,
      Finset.erase_singleton, Finset.prod_empty, mul_one, C_mul, C_add, C_1]
    ring
  rw [charpoly_eq_X_mul _ _ (fun _ => hM), hQ, div_eq_iff (pow_pos hw 2).ne']
  constructor
  · intro e
    have h := congrArg (eval 1) e
    simp only [eval_mul, eval_sub, eval_X, eval_C, one_mul] at h
    linarith
  · intro e
    rw [e]

end

end FeynmanPolaronMass
```

```lean
#print axioms FeynmanPolaronMass.hessian_quadratic
-- 'FeynmanPolaronMass.hessian_quadratic' depends on axioms: [propext, Classical.choice, Quot.sound]
#print axioms FeynmanPolaronMass.hessian_energy
-- 'FeynmanPolaronMass.hessian_energy' depends on axioms: [propext, Classical.choice, Quot.sound]
#print axioms FeynmanPolaronMass.normal_mode_product
-- 'FeynmanPolaronMass.normal_mode_product' depends on axioms: [propext, Classical.choice, Quot.sound]
#print axioms FeynmanPolaronMass.feynman_mass
-- 'FeynmanPolaronMass.feynman_mass' depends on axioms: [propext, Classical.choice, Quot.sound]
```

## The spring energy in mass-weighted coordinates

The potential energy is

$$V=\tfrac12\sum_j M_jw_j^2(r_j-x_0)^2=\tfrac12\sum_j w_j^2\bigl(y_j-\sqrt{M_j}\,y_0\bigr)^2 .$$

Its second derivatives form a matrix $H$ with entries

$$H_{00}=\sum_j M_jw_j^2,\qquad H_{0j}=H_{j0}=-\sqrt{M_j}\,w_j^2,\qquad H_{ij}=w_j^2\delta_{ij}.$$

The kinetic energy in these coordinates is $\tfrac12\dot y_0^2+\tfrac12\sum_j\dot y_j^2$, so the eigenvalues of $H$ are the squared normal-mode frequencies.

In Lean, `ι` is any finite index set for the attached masses, and the index type `Unit ⊕ ι` adds the particle as `inl ()`. The matrix `hessian` is written down by blocks, not obtained by differentiation. The theorem `hessian_energy` ties it to the physics: half its quadratic form is `springEnergy`. Together with the symmetry proved in `hessian_isHermitian`, this fixes the matrix. The kinetic energy and the equations of motion are not formalised; they enter through the choice of coordinates.

## The characteristic polynomial

$H$ is an arrow matrix: one site couples to all the others, which do not couple to each other. For such a matrix with corner $a$, couplings $b_j$ and nonzero diagonal entries $d_j$, eliminating the couplings gives

$$\det=\Bigl(a-\sum_j\frac{b_j^2}{d_j}\Bigr)\prod_j d_j .$$

Take $x$ different from every $w_j^2$ and apply this to $x-H$, where $a=x-\sum_jM_jw_j^2$, $b_j=\sqrt{M_j}\,w_j^2$ and $d_j=x-w_j^2$. The terms belonging to mass $j$ combine:

$$M_jw_j^2+\frac{M_jw_j^4}{x-w_j^2}=\frac{x\,M_jw_j^2}{x-w_j^2}.$$

A factor $x$ therefore comes out, and $\det(x-H)=x\,Q(x)$ with

$$Q(x)=\prod_j(x-w_j^2)-\sum_jM_jw_j^2\prod_{i\ne j}(x-w_i^2).$$

Both sides are polynomials that agree at infinitely many points, so they agree everywhere, including when some $w_j$ coincide.

The theorem `det_arrow` is the determinant formula, proved by multiplying with a unit triangular matrix that clears the lower left block. Its hypothesis `hd` matters: Lean sets division by zero to zero, and with that value the formula generally fails at $x=w_j^2$. This is why `charpoly_eq_X_mul` compares values only away from the squares $w_j^2$ and then uses `Polynomial.eq_of_infinite_eval_eq`. The polynomial $Q$ is `internalPoly`.

## The constant term and the total mass

At $x=0$, each term of the sum satisfies

$$M_jw_j^2\prod_{i\ne j}(-w_i^2)=-M_j\prod_i(-w_i^2),$$

and hence

$$Q(0)=\Bigl(1+\sum_jM_j\Bigr)\prod_j(-w_j^2)=(-1)^n\Bigl(1+\sum_jM_j\Bigr)\prod_jw_j^2 .$$

Multiplying by $(-1)^n$ gives `constant_term`. It is stated for any `Q` whose product with `X` is the characteristic polynomial; cancelling `X` identifies that `Q` with `internalPoly`. Only the positivity of the masses is assumed here.

The theorem `normal_mode_product` also assumes $w_j>0$ and turns the constant term into a statement about frequencies. Since $y^{T}Hy$ is a sum of squares (`hessian_quadratic`), no eigenvalue is negative. The factor $x$ supplies one zero eigenvalue, labelled `i₀`. Factoring the characteristic polynomial over the eigenvalues and removing this root leaves $Q(0)=(-1)^n\prod_{i\ne i_0}\lambda_i$, so the remaining eigenvalues $\lambda_i$ multiply to $(1+\sum_jM_j)\prod_jw_j^2$. This number is positive, so none of them vanishes.

The zero mode is the rigid translation of the whole system, with normalised vector $(1,\sqrt{M_1},\dots,\sqrt{M_n})/\sqrt{1+\sum_jM_j}$. With $n=0$ only the free particle remains, and the empty product correctly gives 1.

## One attached mass

For $n=1$, $Q(x)=x-(1+M)w^2$. The theorem `feynman_mass` says that the characteristic polynomial is $X(X-v^2)$ exactly when

$$\frac{v^2}{w^2}=1+M .$$

In Lean, the forward direction evaluates both polynomials at 1, and the converse substitutes the value of $v^2$. The root $v^2$ is the squared frequency of the one nonzero mode, in which the particle and the mass move against each other; only $v^2$ is determined, not the sign of $v$.

This is the mass relation of the quadratic trial system in Feynman's polaron theory, where the attached mass stands in for the phonon cloud. The ratio $v^2/w^2$ is the total mass of that harmonic model in units of the particle's mass. The docstring of `feynman_mass` calls this relation Feynman's mass formula; it is not his formula for the effective mass of the polaron. That effective mass, and the variational choice of $v$ and $w$, are separate problems that the theorems do not address.

## Checking a numerical model, and a trap in the definition of $w$

In a calculation with several attached masses, one can build $H$, diagonalise it with a symmetric eigensolver and set aside the eigenvalue that is zero up to rounding. Dividing the product of the others by $\prod_jw_j^2$ should return $1+\sum_jM_j$. A discrepancy beyond rounding points to an inconsistency between the matrix and the values of $M_j$ and $w_j$ used in the check, for example a wrong mass weighting, a wrong stiffness or a wrongly defined $w_j$.

One possible slip is to define $w$ through the reduced mass $M/(1+M)$ of the pair. With stiffness $k$, the formula needs $w^2=k/M$, the frequency with the particle held fixed; the reduced mass gives $k(1+M)/M$, which is already $v^2$, and the ratio would then be 1 whatever the value of $M$.
